# De la Vallée Poussin means of continuous periodic functions: reproduction of trigonometric polynomials and near-best uniform error

## Plane waves, kernels and distances

Let $f$ be a continuous complex function of period $2\pi$, such as a continuous one-dimensional crystal potential with the cell length scaled to $2\pi$. It is to be approximated by finitely many plane waves, with a small error at every point.

```lean
import Mathlib

open Finset
open scoped Real ComplexConjugate

namespace ValleePoussinMeans

noncomputable section
```

For an integer wave number $k$ and real $x$, write $e_k(x)=e^{ikx}$; this is `wave k x`.

```lean
/-- The plane wave `exp(ikx)` with integer wave number `k`. -/
def wave (k : ℤ) (x : ℝ) : ℂ := Complex.exp (k * Complex.I * x)
```

The Dirichlet kernel is $D_n=\sum_{|k|\le n}e_k$. In Lean the index set is the integer interval from $-n$ to $n$.

```lean
/-- The Dirichlet kernel `D_n`, the sum of all plane waves with `|k| ≤ n`. -/
def dirichlet (n : ℕ) (x : ℝ) : ℂ := ∑ k ∈ Icc (-(n : ℤ)) n, wave k x
```

The Fejér kernel is $F_N=\frac1N\sum_{n=0}^{N-1}D_n$ for $N\ge1$. Many textbooks call this average $F_{N-1}$.

```lean
/-- The Fejér kernel `F_N`, the average of `D_0, ..., D_(N-1)`, for `N ≥ 1`. -/
def fejer (N : ℕ) (x : ℝ) : ℂ := (∑ n ∈ range N, dirichlet n x) / N
```

The kernel of the de la Vallée Poussin mean is $V_N=2F_{2N}-F_N$, written `vallee N`.

```lean
/-- The de la Vallée Poussin kernel `2 F_(2N) - F_N`, for `N ≥ 1`. -/
def vallee (N : ℕ) (x : ℝ) : ℂ := 2 * fejer (2 * N) x - fejer N x
```

Convolution carries the factor $1/2\pi$:
$$(K*f)(x)=\frac1{2\pi}\int_0^{2\pi}K(t)\,f(x-t)\,dt .$$

```lean
/-- Convolution over one period `2π`, normalised by the length of the period. -/
def periodicConv (K f : ℝ → ℂ) (x : ℝ) : ℂ :=
  (∫ t in (0 : ℝ)..(2 * π), K t * f (x - t)) / (2 * (π : ℂ))
```

A trigonometric polynomial of degree at most $N$ is $T=\sum_{|k|\le N}c_k e_k$ with complex $c_k$. Lean takes coefficients for all integers, but only those with $|k|\le N$ enter.

```lean
/-- The trigonometric polynomial of degree at most `N` with coefficients `c k`. -/
def trigPoly (N : ℕ) (c : ℤ → ℂ) (x : ℝ) : ℂ := ∑ k ∈ Icc (-(N : ℤ)) N, c k * wave k x
```

The uniform distance is $\|f-g\|_\infty=\sup_x|f(x)-g(x)|$ over the whole real line. It is used here for continuous periodic functions, for which it is finite.

```lean
/-- The uniform distance of two functions whose difference is bounded. -/
def uniformDist (f g : ℝ → ℂ) : ℝ := ⨆ x, ‖f x - g x‖
```

The best error $E_N(f)$ is the infimum of $\|f-T\|_\infty$ over all coefficients of $T$.

```lean
/-- The best uniform error in approximating a continuous `2π`-periodic `f` by trigonometric
polynomials of degree at most `N`. -/
def bestError (N : ℕ) (f : ℝ → ℂ) : ℝ := ⨅ c : ℤ → ℂ, uniformDist f (trigPoly N c)
```

## (a) Continuity of a plane wave

Show that $e_k$ is continuous.

**Solution.** It is the exponential function composed with the linear map $x\mapsto ikx$. This fact and the next two let `fun_prop` settle the integrability conditions later on.

```lean
/-- Plane waves are continuous. -/
@[fun_prop]
theorem continuous_wave (k : ℤ) : Continuous (wave k) :=
  show Continuous (fun x : ℝ => Complex.exp (k * Complex.I * x)) by fun_prop
```

## (b) Continuity of the Dirichlet kernel

Show that $D_n$ is continuous.

**Solution.** It is a finite sum of the functions in (a).

```lean
/-- Dirichlet kernels are continuous. -/
@[fun_prop]
theorem continuous_dirichlet (n : ℕ) : Continuous (dirichlet n) :=
  continuous_finsetSum _ fun k _ => continuous_wave k
```

## (c) Continuity of the Fejér kernel

Show that $F_N$ is continuous.

**Solution.** It is a finite sum of the functions in (b), divided by a constant.

```lean
/-- Fejér kernels are continuous. -/
@[fun_prop]
theorem continuous_fejer (N : ℕ) : Continuous (fejer N) :=
  (continuous_finsetSum _ fun n _ => continuous_dirichlet n).div_const _
```

## (d) The Fejér weight of a plane wave

For $N\ge1$ and $|k|\le N$, show that
$$(F_N*e_k)(x)=\Bigl(1-\frac{|k|}N\Bigr)e_k(x).$$

**Solution.** The integral $\int_0^{2\pi}e_j(t)\,dt$ is $2\pi$ for $j=0$. For $j\ne0$ it is $(e^{2\pi ij}-1)/(ij)=0$. Since $e_j(t)\,e_k(x-t)=e_k(x)\,e_{j-k}(t)$, summing over $|j|\le n$ leaves only $j=k$:
$$\int_0^{2\pi}D_n(t)\,e_k(x-t)\,dt=\begin{cases}2\pi\,e_k(x),&|k|\le n,\\0,&|k|>n.\end{cases}$$
Among $n=0,\dots,N-1$, exactly $N-|k|$ values satisfy $n\ge|k|$. Dividing by $N$ and by $2\pi$ gives the claim.

In the proof, `hint` is the orthogonality integral, `hD` the displayed cutoff, and `hc` the count, done by induction on $m=N-|k|$. Lean writes $|k|$ as `k.natAbs`.

```lean
/-- For `N ≥ 1`, convolution with `F_N` multiplies a plane wave with `|k| ≤ N` by `1 - |k|/N`. -/
theorem conv_fejer_wave {N : ℕ} (hN : 1 ≤ N) {k : ℤ} (hkN : k.natAbs ≤ N) (x : ℝ) :
    periodicConv (fejer N) (wave k) x = (1 - (k.natAbs : ℂ) / N) * wave k x := by
  have hN' : (N : ℂ) ≠ 0 := Nat.cast_ne_zero.mpr (by omega)
  have hpi : (π : ℂ) ≠ 0 := Complex.ofReal_ne_zero.mpr Real.pi_ne_zero
  -- orthogonality: only the constant wave has a nonzero integral
  have hint : ∀ j : ℤ, ∫ t in (0 : ℝ)..(2 * π), wave j t =
      if j = 0 then 2 * (π : ℂ) else 0 := by
    intro j
    split_ifs with h
    · subst h
      simp [wave]
    · have hc : (j : ℂ) * Complex.I ≠ 0 := by simp [h]
      have he : Complex.exp (j * Complex.I * ((2 * π : ℝ) : ℂ)) = 1 :=
        Complex.exp_eq_one_iff.mpr ⟨j, by push_cast; ring⟩
      unfold wave
      rw [integral_exp_mul_complex hc, he]
      simp
  have hD : ∀ n : ℕ, ∫ t in (0 : ℝ)..(2 * π), dirichlet n t * wave k (x - t) =
      if k.natAbs ≤ n then wave k x * (2 * (π : ℂ)) else 0 := by
    intro n
    have h : ∀ t, dirichlet n t * wave k (x - t) =
        ∑ j ∈ Icc (-(n : ℤ)) n, wave k x * wave (j - k) t := by
      intro t
      rw [dirichlet, sum_mul]
      refine sum_congr rfl fun j _ => ?_
      simp only [wave, ← Complex.exp_add]
      congr 1
      push_cast
      ring
    have hk : (-(n : ℤ) ≤ k ∧ k ≤ n) ↔ k.natAbs ≤ n := by omega
    simp only [h]
    rw [intervalIntegral.integral_finsetSum]
    · simp only [intervalIntegral.integral_const_mul, hint, sub_eq_zero, mul_ite, mul_zero,
        sum_ite_eq', mem_Icc, hk]
    · exact fun j _ => Continuous.intervalIntegrable (by fun_prop) _ _
  -- count the Dirichlet kernels that let the wave pass
  have hc : ∀ (a m : ℕ) (w : ℂ), ∑ n ∈ range (a + m), (if a ≤ n then w else 0) = m * w := by
    intro a m w
    induction m with
    | zero =>
      rw [add_zero, Nat.cast_zero, zero_mul]
      exact sum_eq_zero fun n hn => if_neg (not_le_of_gt (mem_range.mp hn))
    | succ m ih =>
      rw [← add_assoc, sum_range_succ, ih, if_pos (Nat.le_add_right a m)]
      push_cast
      ring
  obtain ⟨m, hm⟩ := Nat.exists_eq_add_of_le hkN
  have hm' : (N : ℂ) = k.natAbs + m := by rw [← Nat.cast_add, ← hm]
  have hs := hc k.natAbs m (wave k x * (2 * (π : ℂ)))
  rw [← hm, show (m : ℂ) = N - k.natAbs by rw [hm']; ring] at hs
  simp only [periodicConv, fejer, div_mul_eq_mul_div, sum_mul, intervalIntegral.integral_div]
  rw [intervalIntegral.integral_finsetSum]
  · simp only [hD]
    rw [hs]
    field_simp
  · exact fun n _ => Continuous.intervalIntegrable (by fun_prop) _ _
```

## (e) The Fejér kernel as a square

For $N\ge1$, show that
$$F_N(x)=\frac1N\Bigl|\sum_{k=0}^{N-1}e_k(x)\Bigr|^2 .$$

**Solution.** Put $S_N=\sum_{k=0}^{N-1}e_k$. We show $\sum_{n=0}^{N-1}D_n=|S_N|^2$ by induction. Both sides vanish at $N=0$. For the step, use $e_j\overline{e_k}=e_{j-k}$:
$$|S_N+e_N|^2=|S_N|^2+1+\sum_{k=0}^{N-1}(e_{N-k}+e_{k-N})=|S_N|^2+D_N,$$
because $N-k$ runs through $1,\dots,N$. Division by $N$ finishes the argument.

Here `hmul` is the product rule, `hsym` pairs wave numbers of opposite sign in $D_N$, and `h` is the induction.

```lean
/-- The Fejér kernel is a squared modulus, `F_N(x) = |∑_(k<N) exp(ikx)|² / N`, for `N ≥ 1`. -/
theorem fejer_eq_sq (N : ℕ) (x : ℝ) :
    fejer N x = ((‖∑ k ∈ range N, wave k x‖ ^ 2 / N : ℝ) : ℂ) := by
  have hmul : ∀ j k : ℤ, wave j x * conj (wave k x) = wave (j - k) x := by
    intro j k
    unfold wave
    rw [← Complex.exp_conj, ← Complex.exp_add]
    congr 1
    simp only [map_mul, Complex.conj_I, Complex.conj_ofReal, map_intCast]
    push_cast
    ring
  -- pair the wave numbers of opposite sign
  have hsym : ∀ (M : ℕ) (g : ℤ → ℂ), ∑ j ∈ Icc (-(M : ℤ)) M, g j =
      g 0 + ∑ k ∈ range M, (g ((M : ℤ) - k) + g ((k : ℤ) - M)) := by
    intro M g
    induction M with
    | zero => simp
    | succ M ih =>
      have hs : Icc (-((M + 1 : ℕ) : ℤ)) ((M + 1 : ℕ) : ℤ) =
          insert ((M : ℤ) + 1) (insert (-((M : ℤ) + 1)) (Icc (-(M : ℤ)) M)) := by
        ext j
        simp only [mem_insert, mem_Icc]
        omega
      have e1 : ∀ k : ℕ, ((M + 1 : ℕ) : ℤ) - ((k + 1 : ℕ) : ℤ) = M - k := by intro k; omega
      have e2 : ∀ k : ℕ, ((k + 1 : ℕ) : ℤ) - ((M + 1 : ℕ) : ℤ) = k - M := by intro k; omega
      have e3 : ((M + 1 : ℕ) : ℤ) - ((0 : ℕ) : ℤ) = M + 1 := by omega
      have e4 : ((0 : ℕ) : ℤ) - ((M + 1 : ℕ) : ℤ) = -((M : ℤ) + 1) := by omega
      rw [hs, sum_insert (by simp only [mem_insert, mem_Icc]; omega),
        sum_insert (by simp only [mem_Icc]; omega), ih, sum_range_succ']
      simp only [e1, e2, e3, e4]
      ring
  have h : ∑ n ∈ range N, dirichlet n x =
      (∑ k ∈ range N, wave k x) * conj (∑ k ∈ range N, wave k x) := by
    induction N with
    | zero => simp
    | succ N ih =>
      have hd : dirichlet N x = wave 0 x +
          ∑ k ∈ range N, (wave ((N : ℤ) - k) x + wave ((k : ℤ) - N) x) :=
        hsym N (fun k => wave k x)
      have h0 : wave 0 x = wave N x * conj (wave N x) := by rw [hmul, sub_self]
      rw [sum_range_succ, ih, hd, sum_range_succ, h0]
      simp only [← hmul, sum_add_distrib, ← mul_sum, ← sum_mul, ← map_sum, map_add]
      ring
  rw [fejer, h, Complex.mul_conj, Complex.normSq_eq_norm_sq]
  simp only [Complex.ofReal_div, Complex.ofReal_natCast]
```

## (f) Fejér means preserve uniform bounds

Let $N\ge1$ and let $g$ be continuous with $|g(y)|\le E$ for all $y$. Show that
$$|(F_N*g)(x)|\le E .$$

**Solution.** By (e), $F_N\ge0$. By (d) with $k=0$, $\frac1{2\pi}\int_0^{2\pi}F_N(t)\,dt=1$. Hence
$$|(F_N*g)(x)|\le\frac1{2\pi}\int_0^{2\pi}F_N(t)\,|g(x-t)|\,dt\le\frac{E}{2\pi}\int_0^{2\pi}F_N(t)\,dt=E .$$

The kernel is complex-valued in Lean, so `hn` records that it equals its own modulus and `hL` gives the integral of that modulus. The `calc` block is the displayed chain, multiplied by $2\pi$.

```lean
/-- For `N ≥ 1`, convolution with `F_N` preserves every uniform bound on a continuous function. -/
theorem norm_conv_fejer_le {N : ℕ} (hN : 1 ≤ N) {g : ℝ → ℂ} (hg : Continuous g) {E : ℝ}
    (hE : ∀ y, ‖g y‖ ≤ E) (x : ℝ) : ‖periodicConv (fejer N) g x‖ ≤ E := by
  have hpi : (2 * (π : ℂ)) ≠ 0 := by simp [Real.pi_ne_zero]
  have hp : ‖(2 * (π : ℂ))‖ = 2 * π := by simp [abs_of_pos Real.pi_pos]
  have h2 : (0 : ℝ) ≤ 2 * π := by positivity
  -- the kernel is nonnegative with mean one
  have hw : periodicConv (fejer N) (wave 0) 0 = 1 := by
    rw [conv_fejer_wave hN (k := 0) (by simp)]
    simp [wave]
  have hI : ∫ t in (0 : ℝ)..(2 * π), fejer N t = 2 * (π : ℂ) := by
    unfold periodicConv at hw
    rw [div_eq_one_iff_eq hpi] at hw
    simpa [wave] using hw
  have hn : ∀ t, ((‖fejer N t‖ : ℝ) : ℂ) = fejer N t := by
    intro t
    rw [fejer_eq_sq, Complex.norm_real, Real.norm_of_nonneg (by positivity)]
  have hL : ∫ t in (0 : ℝ)..(2 * π), ‖fejer N t‖ = 2 * π := by
    apply Complex.ofReal_injective
    rw [← intervalIntegral.integral_ofReal]
    simp only [hn, hI, Complex.ofReal_mul, Complex.ofReal_ofNat]
  rw [periodicConv, norm_div, hp, div_le_iff₀ (by positivity)]
  calc ‖∫ t in (0 : ℝ)..(2 * π), fejer N t * g (x - t)‖
      ≤ ∫ t in (0 : ℝ)..(2 * π), ‖fejer N t * g (x - t)‖ :=
        intervalIntegral.norm_integral_le_integral_norm h2
    _ ≤ ∫ t in (0 : ℝ)..(2 * π), ‖fejer N t‖ * E := by
        refine intervalIntegral.integral_mono_on h2
          (Continuous.intervalIntegrable (by fun_prop) _ _)
          (Continuous.intervalIntegrable (by fun_prop) _ _) fun t _ => ?_
        rw [norm_mul]
        exact mul_le_mul_of_nonneg_left (hE _) (norm_nonneg _)
    _ = E * (2 * π) := by rw [intervalIntegral.integral_mul_const, hL, mul_comm]
```

## (g) Splitting the mean

For continuous $f$, show that
$$V_N*f=2\,(F_{2N}*f)-F_N*f .$$

**Solution.** Insert $V_N=2F_{2N}-F_N$ under the integral and use linearity, which is allowed because both integrands are continuous.

```lean
/-- On continuous functions, convolution with `2 F_(2N) - F_N` is twice the convolution with
`F_(2N)` minus that with `F_N`. -/
theorem conv_vallee (N : ℕ) {f : ℝ → ℂ} (hf : Continuous f) (x : ℝ) :
    periodicConv (vallee N) f x =
      2 * periodicConv (fejer (2 * N)) f x - periodicConv (fejer N) f x := by
  simp only [periodicConv, vallee, sub_mul, mul_assoc]
  rw [intervalIntegral.integral_sub, intervalIntegral.integral_const_mul]
  · ring
  all_goals exact Continuous.intervalIntegrable (by fun_prop) _ _
```

## (h) Reproduction of trigonometric polynomials

For $N\ge1$ and every $T$ of degree at most $N$, show that
$$V_N*T=T .$$

**Solution.** If $|k|\le N$, then also $|k|\le2N$, so (d) applies to both kernels. By (g), the weight of $e_k$ is
$$2\Bigl(1-\frac{|k|}{2N}\Bigr)-\Bigl(1-\frac{|k|}{N}\Bigr)=1 .$$
Multiplying by $c_k$ and summing over $|k|\le N$ gives $T$. The single-wave statement is `hw`; the lines around it exchange the finite sum and the integral.

```lean
/-- For `N ≥ 1`, convolution with `2 F_(2N) - F_N` reproduces every trigonometric polynomial of
degree at most `N`. -/
theorem conv_vallee_trigPoly {N : ℕ} (hN : 1 ≤ N) (c : ℤ → ℂ) (x : ℝ) :
    periodicConv (vallee N) (trigPoly N c) x = trigPoly N c x := by
  have hV : Continuous (vallee N) :=
    (continuous_const.mul (continuous_fejer _)).sub (continuous_fejer _)
  simp only [periodicConv, trigPoly, mul_sum, mul_left_comm (vallee N _) (c _)]
  rw [intervalIntegral.integral_finsetSum, sum_div]
  · refine sum_congr rfl fun k hk => ?_
    have h1 : k.natAbs ≤ N := by
      rw [mem_Icc] at hk
      omega
    have h2 : k.natAbs ≤ 2 * N := by omega
    -- the two Fejér weights combine to one
    have hw : periodicConv (vallee N) (wave k) x = wave k x := by
      rw [conv_vallee N (continuous_wave k), conv_fejer_wave (by omega) h2,
        conv_fejer_wave hN h1, Nat.cast_mul, Nat.cast_ofNat]
      ring
    rw [intervalIntegral.integral_const_mul, mul_div_assoc]
    exact congrArg (fun z => c k * z) hw
  · exact fun k _ => Continuous.intervalIntegrable (by fun_prop) _ _
```

## (i) The error against any polynomial

Let $N\ge1$, let $f$ be continuous and $2\pi$-periodic, and let $T$ have degree at most $N$. Show that, for every $x$,
$$|(V_N*f)(x)-f(x)|\le4\,\|f-T\|_\infty .$$

**Solution.** Put $g=f-T$. It is continuous and periodic, hence bounded, and $|g(y)|\le E:=\|f-T\|_\infty$ for all $y$. By (h) and (g),
$$V_N*f-f=V_N*g+T-f=2\,(F_{2N}*g)-F_N*g-g .$$
By (f), the first two terms are at most $2E$ and $E$ in modulus, and the third is at most $E$ by the bound on $g$. These add up to $4E$.

In Lean, `hbdd` proves boundedness from the compact interval $[0,2\pi]$, `hE` is the pointwise bound, and `hsplit` is the displayed identity with `A` and `B` for the two Fejér means. The triangle inequalities `h4` and `h5` then feed `linarith`.

```lean
/-- For `N ≥ 1` and continuous `2π`-periodic `f`, the error of the de la Vallée Poussin mean is
everywhere at most 4 times the uniform distance from `f` to any trigonometric polynomial of
degree at most `N`. -/
theorem vallee_error_le {N : ℕ} (hN : 1 ≤ N) {f : ℝ → ℂ} (hf : Continuous f)
    (hper : Function.Periodic f (2 * π)) (c : ℤ → ℂ) (x : ℝ) :
    ‖periodicConv (vallee N) f x - f x‖ ≤ 4 * uniformDist f (trigPoly N c) := by
  have hT : Continuous (trigPoly N c) :=
    continuous_finsetSum _ fun k _ => continuous_const.mul (continuous_wave k)
  have hV : Continuous (vallee N) :=
    (continuous_const.mul (continuous_fejer _)).sub (continuous_fejer _)
  have hg : Continuous (fun y => f y - trigPoly N c y) := hf.sub hT
  have hwp : ∀ (k : ℤ) (y : ℝ), wave k (y + 2 * π) = wave k y := by
    intro k y
    have he : Complex.exp (k * Complex.I * ((2 * π : ℝ) : ℂ)) = 1 :=
      Complex.exp_eq_one_iff.mpr ⟨k, by push_cast; ring⟩
    rw [wave, Complex.ofReal_add, mul_add, Complex.exp_add, he, mul_one, wave]
  have hgp : Function.Periodic (fun y => f y - trigPoly N c y) (2 * π) := by
    intro y
    simp only [trigPoly, hwp, hper y]
  -- periodicity and continuity make the uniform distance finite
  have hbdd : BddAbove (Set.range fun y => ‖f y - trigPoly N c y‖) := by
    obtain ⟨C, hC⟩ := (isCompact_Icc (a := (0 : ℝ)) (b := 2 * π)).exists_bound_of_continuousOn
      hg.continuousOn
    refine ⟨C, ?_⟩
    rintro _ ⟨y, rfl⟩
    obtain ⟨z, hz, hyz⟩ := hgp.exists_mem_Ico₀ (by positivity) y
    have hyz' : f y - trigPoly N c y = f z - trigPoly N c z := hyz
    simp only [hyz']
    exact hC z ⟨hz.1, hz.2.le⟩
  have hE : ∀ y, ‖f y - trigPoly N c y‖ ≤ uniformDist f (trigPoly N c) :=
    fun y => le_ciSup hbdd y
  -- subtract the polynomial, which the mean reproduces
  have hs : periodicConv (vallee N) (fun y => f y - trigPoly N c y) x =
      periodicConv (vallee N) f x - periodicConv (vallee N) (trigPoly N c) x := by
    simp only [periodicConv, mul_sub]
    rw [intervalIntegral.integral_sub, sub_div]
    all_goals exact Continuous.intervalIntegrable (by fun_prop) _ _
  rw [conv_vallee_trigPoly hN, conv_vallee N hg] at hs
  have h1 := norm_conv_fejer_le (show 1 ≤ 2 * N by omega) hg hE x
  have h2 := norm_conv_fejer_le hN hg hE x
  have h3 := hE x
  set A := periodicConv (fejer (2 * N)) (fun y => f y - trigPoly N c y) x
  set B := periodicConv (fejer N) (fun y => f y - trigPoly N c y) x
  have hsplit : periodicConv (vallee N) f x - f x = 2 * A - B - (f x - trigPoly N c x) := by
    linear_combination -hs
  have h4 := norm_sub_le (2 * A - B) (f x - trigPoly N c x)
  have h5 := norm_sub_le (2 * A) B
  have h6 : ‖2 * A‖ = 2 * ‖A‖ := by simp
  rw [hsplit]
  linarith
```

## (j) The error against the best polynomial

Under the same conditions on $N$ and $f$, show that
$$|(V_N*f)(x)-f(x)|\le4\,E_N(f).$$

**Solution.** By (i), a quarter of the left side is a lower bound for $\|f-T\|_\infty$, whatever the coefficients of $T$. It is therefore at most the infimum, which is the step `le_ciInf`. No minimising polynomial is needed.

For a continuous one-dimensional periodic potential or density, the bound says that this filtered plane-wave expansion has, at every point, an error of at most four times the best uniform error. The comparison is with degree $N$, whereas $V_N$ itself contains waves up to $|k|=2N-1$. The convolution uses exact integrals of $f$; a program that obtains Fourier coefficients from grid samples can add an aliasing error, which this bound does not cover.

```lean
/-- For `N ≥ 1` and continuous `2π`-periodic `f`, the error of the de la Vallée Poussin mean is
everywhere at most 4 times the best uniform error attainable in degree at most `N`. -/
theorem vallee_near_best {N : ℕ} (hN : 1 ≤ N) {f : ℝ → ℂ} (hf : Continuous f)
    (hper : Function.Periodic f (2 * π)) (x : ℝ) :
    ‖periodicConv (vallee N) f x - f x‖ ≤ 4 * bestError N f := by
  have h : ‖periodicConv (vallee N) f x - f x‖ / 4 ≤ bestError N f :=
    le_ciInf fun c => by
      have := vallee_error_le hN hf hper c x
      linarith
  linarith

end

end ValleePoussinMeans
```

```lean
#print axioms ValleePoussinMeans.vallee_near_best
```

```
'ValleePoussinMeans.vallee_near_best' depends on axioms: [propext, Classical.choice, Quot.sound]
```
